# A nonconstant torsional Fourier potential of degree at most $n$ has at most $2n$ stationary points per turn

How many stationary points can the energy of a molecule have as one bond is turned through a full circle? The answer depends on which functions count as torsional potentials. Here they are the finite real Fourier sums

$$V(t)=\sum_{k=0}^{n}\bigl(a_k\cos kt+b_k\sin kt\bigr),$$

where $t$ is the torsional angle in radians (often written $\varphi$; it is not a time), $a_k$ and $b_k$ are real coefficients, and $n$ is the highest harmonic admitted. The cutoff expresses the assumption that the energy profile contains no component that oscillates more than $n$ times per turn.

If $V$ is not constant, it has at most $2n$ distinct stationary points in $[0,2\pi)$, and for $n\ge 1$ the potential $\cos nt$ has exactly $2n$. For a one-angle torsional term in a force field, or a torsional scan fitted by such a sum, this limits the number of candidate conformers and rotational barriers of the fitted curve. The theorem does not by itself bound the number for the molecule's true energy profile, which need not be a Fourier sum of this degree; a truncated fit may have fewer stationary points than the profile it approximates.

In Lean 4 with Mathlib:

```lean
import Mathlib

open Polynomial
open scoped Real

namespace TorsionalStationaryPoints

noncomputable section
```

## The potential and its stationary points

In the definition below, `torsion n a b` is the potential $V$, not a torque. The coefficients are given as sequences `a` and `b`, of which only the entries from $0$ to $n$ are used, and $b_0$ has no effect because $\sin 0=0$. The top coefficients may vanish, so the degree is at most $n$. In force fields the letter $n$ often denotes the multiplicity of a single cosine term; here it bounds all the harmonics in the sum.

```lean
/-- The torsional potential `V(t) = ∑ (a k cos kt + b k sin kt)`, summed over `k = 0, ..., n`. -/
def torsion (n : ℕ) (a b : ℕ → ℝ) (t : ℝ) : ℝ :=
  ∑ k ∈ Finset.range (n + 1), (a k * Real.cos (k * t) + b k * Real.sin (k * t))
```

A stationary point is an angle at which $V'(t)=0$. One turn is the half-open interval $[0,2\pi)$, written `Set.Ico 0 (2 * π)`, so that the angles $0$ and $2\pi$ are not counted twice. The expression `HasDerivAt V 0 t` says that $V$ is differentiable at $t$ with derivative zero. Minima, maxima and horizontal inflections all qualify, and each angle counts once, however flat the potential is there.

```lean
/-- The stationary points of `V` in one full turn: the angles in `[0, 2π)` at which `V` is
differentiable with derivative zero. -/
def stationaryPoints (V : ℝ → ℝ) : Set ℝ :=
  {t | t ∈ Set.Ico 0 (2 * π) ∧ HasDerivAt V 0 t}
```

## From an angle to a polynomial root

Put $z=e^{it}$. Then

$$\cos kt=\frac{z^k+z^{-k}}{2},\qquad \sin kt=\frac{z^k-z^{-k}}{2i},$$

and therefore

$$a_k\cos kt+b_k\sin kt=\frac{a_k-ib_k}{2}\,z^k+\frac{a_k+ib_k}{2}\,z^{-k}.$$

Multiplication by $z^n$ removes the negative powers. What remains is the value at $z$ of the polynomial

$$P(X)=\sum_{k=0}^{n}\left(\frac{a_k-ib_k}{2}X^{n+k}+\frac{a_k+ib_k}{2}X^{n-k}\right).$$

```lean
/-- The complex polynomial in the phase factor `z = exp(it)` obtained from `z ^ n * V(t)`. -/
def phasePoly (n : ℕ) (a b : ℕ → ℝ) : ℂ[X] :=
  ∑ k ∈ Finset.range (n + 1),
    (C (((a k : ℂ) - b k * Complex.I) / 2) * X ^ (n + k)
      + C (((a k : ℂ) + b k * Complex.I) / 2) * X ^ (n - k))
```

The identity to check is $P(e^{it})=e^{int}\,V(t)$. It holds term by term. De Moivre's formula gives $z^k=\cos kt+i\sin kt$, and $\cos^2kt+\sin^2kt=1$ then gives

$$z^{n-k}=z^n(\cos kt-i\sin kt).$$

Inserting both into the $k$-th term of $P$ cancels the imaginary cross terms and leaves $z^n(a_k\cos kt+b_k\sin kt)$. In the proof, `hz` and `hn` are these two formulas, and the last `linear_combination` performs the cancellation using $i^2=-1$.

```lean
/-- On the unit circle the phase polynomial equals the potential times `exp(it) ^ n`. -/
theorem phasePoly_eval (n : ℕ) (a b : ℕ → ℝ) (t : ℝ) :
    (phasePoly n a b).eval (Complex.exp (t * Complex.I))
      = Complex.exp (t * Complex.I) ^ n * (torsion n a b t : ℂ) := by
  unfold phasePoly torsion
  rw [Polynomial.eval_finsetSum, Complex.ofReal_sum, Finset.mul_sum]
  apply Finset.sum_congr rfl
  intro k hk
  have hk' : k ≤ n := by
    have := Finset.mem_range.1 hk
    omega
  -- de Moivre for the positive and the negative frequency
  have hz : Complex.exp (t * Complex.I) ^ k
      = Complex.cos (k * t) + Complex.sin (k * t) * Complex.I := by
    rw [← Complex.exp_nat_mul, ← mul_assoc, Complex.exp_mul_I]
  have hn : Complex.exp (t * Complex.I) ^ (n - k)
      = Complex.exp (t * Complex.I) ^ n
        * (Complex.cos (k * t) - Complex.sin (k * t) * Complex.I) := by
    have h1 : Complex.exp (t * Complex.I) ^ n
        = Complex.exp (t * Complex.I) ^ (n - k) * Complex.exp (t * Complex.I) ^ k := by
      rw [← pow_add, Nat.sub_add_cancel hk']
    rw [h1, hz]
    linear_combination
      (-(Complex.exp (t * Complex.I) ^ (n - k))) * Complex.sin_sq_add_cos_sq ((k : ℂ) * t)
      + (Complex.exp (t * Complex.I) ^ (n - k) * Complex.sin (k * t) ^ 2) * Complex.I_sq
  simp only [eval_add, eval_mul, eval_C, eval_pow, eval_X, pow_add]
  rw [hn, hz]
  push_cast
  linear_combination
    (-(Complex.exp (t * Complex.I) ^ n) * b k * Complex.sin (k * t)) * Complex.I_sq
```

Since $0\le k\le n$, the exponents $n+k$ and $n-k$ are both at most $2n$. Hence $\deg P\le 2n$.

```lean
/-- The phase polynomial has degree at most `2n`. -/
theorem phasePoly_natDegree_le (n : ℕ) (a b : ℕ → ℝ) :
    (phasePoly n a b).natDegree ≤ 2 * n := by
  unfold phasePoly
  apply Polynomial.natDegree_sum_le_of_forall_le
  intro k hk
  have hk' := Finset.mem_range.1 hk
  exact Polynomial.natDegree_add_le_of_degree_le
    ((Polynomial.natDegree_C_mul_X_pow_le _ _).trans (by omega))
    ((Polynomial.natDegree_C_mul_X_pow_le _ _).trans (by omega))
```

Different zeros of $V$ must also give different roots of $P$. Suppose $e^{is}=e^{it}$ with $s,t\in[0,2\pi)$. Then $s=t+2\pi m$ for some integer $m$. Because $|s-t|<2\pi$, we have $-1<m<1$, so $m=0$ and $s=t$. The proof obtains the two bounds on $m$ as `h1` and `h2`.

```lean
/-- Distinct angles in `[0, 2π)` have distinct phase factors `exp(it)`. -/
theorem phase_injOn :
    Set.InjOn (fun t : ℝ => Complex.exp (t * Complex.I)) (Set.Ico 0 (2 * π)) := by
  intro s hs t ht hst
  obtain ⟨m, hm⟩ := Complex.exp_eq_exp_iff_exists_int.1 hst
  have hc : (s : ℂ) = t + m * (2 * π) :=
    mul_right_cancel₀ Complex.I_ne_zero (by linear_combination hm)
  have hr : s = t + m * (2 * π) := by exact_mod_cast hc
  have hp := Real.pi_pos
  have h1 : (m : ℝ) < 1 := by
    by_contra h
    nlinarith [hs.2, ht.1, not_lt.1 h]
  have h2 : (-1 : ℝ) < m := by
    by_contra h
    nlinarith [hs.1, ht.2, not_lt.1 h]
  have h1' : m < 1 := by exact_mod_cast h1
  have h2' : -1 < m := by exact_mod_cast h2
  have h0 : m = 0 := by omega
  rw [hr, h0]
  simp
```

## Counting the zeros of a Fourier sum

Let $V(t_0)\ne0$ for some angle $t_0$. Then $P(e^{it_0})=e^{int_0}V(t_0)\neq 0$, so $P$ is not the zero polynomial and has at most $2n$ distinct roots. Every zero $t$ of $V$ in $[0,2\pi)$ gives a root $e^{it}$ of $P$, and distinct zeros give distinct roots. Thus $V$ has at most $2n$ zeros per turn.

The formal proof follows the same route: `hP` says that $P\ne0$, `hmaps` sends zeros to roots, and `hinj` keeps them distinct. The conclusion states finiteness as well as the bound because `ncard`, which counts the elements of a set, returns zero for an infinite one.

```lean
/-- A Fourier sum of degree at most `n` that is not identically zero has at most `2n` zeros
in `[0, 2π)`. -/
theorem zeros_le (n : ℕ) (a b : ℕ → ℝ) (h : ∃ t, torsion n a b t ≠ 0) :
    {t | t ∈ Set.Ico 0 (2 * π) ∧ torsion n a b t = 0}.Finite ∧
      {t | t ∈ Set.Ico 0 (2 * π) ∧ torsion n a b t = 0}.ncard ≤ 2 * n := by
  have hP : phasePoly n a b ≠ 0 := by
    intro h0
    obtain ⟨t, ht⟩ := h
    have he := phasePoly_eval n a b t
    rw [h0, eval_zero] at he
    exact mul_ne_zero (pow_ne_zero _ (Complex.exp_ne_zero _))
      (Complex.ofReal_ne_zero.2 ht) he.symm
  -- each zero of the Fourier sum gives its own root on the unit circle
  have hmaps : ∀ t ∈ {t | t ∈ Set.Ico 0 (2 * π) ∧ torsion n a b t = 0},
      (fun t : ℝ => Complex.exp (t * Complex.I)) t
        ∈ ((phasePoly n a b).roots.toFinset : Set ℂ) := by
    intro t ht
    rw [Finset.mem_coe, Multiset.mem_toFinset, Polynomial.mem_roots hP, Polynomial.IsRoot.def]
    rw [phasePoly_eval, ht.2, Complex.ofReal_zero, mul_zero]
  have hinj := phase_injOn.mono
    (fun t (ht : t ∈ {t | t ∈ Set.Ico 0 (2 * π) ∧ torsion n a b t = 0}) => ht.1)
  refine ⟨Set.Finite.of_injOn hmaps hinj (Finset.finite_toSet _), ?_⟩
  have hcard := Set.ncard_le_ncard_of_injOn _ hmaps hinj (Finset.finite_toSet _)
  rw [Set.ncard_coe_finset] at hcard
  exact hcard.trans ((Multiset.toFinset_card_le _).trans
    ((Polynomial.card_roots' _).trans (phasePoly_natDegree_le n a b)))
```

## From zeros to stationary points

Differentiating term by term gives

$$V'(t)=\sum_{k=0}^{n}\bigl(k\,b_k\cos kt-k\,a_k\sin kt\bigr).$$

This is again a Fourier sum of degree at most $n$, with cosine coefficients $k\,b_k$ and sine coefficients $-k\,a_k$. The theorem therefore expresses the derivative through `torsion` itself, with the new coefficients inserted.

```lean
/-- The derivative of a torsional potential is a Fourier sum of the same degree bound, with
coefficients `k b k` and `-k a k`. -/
theorem torsion_hasDerivAt (n : ℕ) (a b : ℕ → ℝ) (t : ℝ) :
    HasDerivAt (torsion n a b)
      (torsion n (fun k => k * b k) (fun k => -(k * a k)) t) t := by
  have term : ∀ k : ℕ, HasDerivAt
      (fun s : ℝ => a k * Real.cos (k * s) + b k * Real.sin (k * s))
      (k * b k * Real.cos (k * t) + -(k * a k) * Real.sin (k * t)) t := by
    intro k
    have hk : HasDerivAt (fun s : ℝ => (k : ℝ) * s) k t := by
      simpa using (hasDerivAt_id' t).const_mul (k : ℝ)
    exact ((hk.cos.const_mul (a k)).fun_add (hk.sin.const_mul (b k))).congr_deriv (by ring)
  have h := HasDerivAt.fun_sum (u := Finset.range (n + 1)) (fun k _ => term k)
  exact h
```

The stationary points of $V$ are the zeros of $V'$, so the previous count applies as soon as $V'$ is not identically zero. If it were, the generalised force $-V'$ would vanish at every angle and $V$ would be constant. The hypothesis `h` excludes this by supplying two angles $s$ and $t$ with $V(s)\ne V(t)$. For a constant potential every angle is stationary, and no finite bound is possible.

In the proof, `hset` identifies the stationary points with the zeros of the differentiated sum, `zeros_le` supplies the bound, and `is_const_of_deriv_eq_zero` gives the contradiction. When $n=0$ every $V$ is constant, so the hypothesis cannot be met and the statement is vacuous.

```lean
/-- A nonconstant torsional potential of degree at most `n` has at most `2n` stationary points
in `[0, 2π)`. -/
theorem stationaryPoints_le (n : ℕ) (a b : ℕ → ℝ)
    (h : ∃ s t, torsion n a b s ≠ torsion n a b t) :
    (stationaryPoints (torsion n a b)).Finite ∧
      (stationaryPoints (torsion n a b)).ncard ≤ 2 * n := by
  have hset : stationaryPoints (torsion n a b) = {t | t ∈ Set.Ico 0 (2 * π) ∧
      torsion n (fun k => k * b k) (fun k => -(k * a k)) t = 0} := by
    ext t
    constructor
    · rintro ⟨h1, h2⟩
      exact ⟨h1, (torsion_hasDerivAt n a b t).unique h2⟩
    · rintro ⟨h1, h2⟩
      exact ⟨h1, (torsion_hasDerivAt n a b t).congr_deriv h2⟩
  rw [hset]
  apply zeros_le
  -- a force that vanishes everywhere would make the potential constant
  by_contra hne
  obtain ⟨s, t, hst⟩ := h
  refine hst (is_const_of_deriv_eq_zero
    (fun x => (torsion_hasDerivAt n a b x).differentiableAt) (fun x => ?_) s t)
  rw [(torsion_hasDerivAt n a b x).deriv]
  by_contra hx
  exact hne ⟨x, hx⟩
```

The same count limits how often the potential crosses or touches a given energy $E$. The difference $V(t)-E$ is the Fourier sum with $a_0$ replaced by $a_0-E$ and all other coefficients unchanged. It is not identically zero, since $V$ is not constant, so $V(t)=E$ has at most $2n$ solutions per turn. For a classical rotor in this potential with total energy $E$, these solutions are the angles at which the kinetic energy $E-V(t)$ would vanish; a given motion need not reach all of them. The shift of the constant coefficient is `hs` in the proof.

```lean
/-- A nonconstant torsional potential of degree at most `n` takes any given energy `E` at most
`2n` times in `[0, 2π)`. -/
theorem energy_level_le (n : ℕ) (a b : ℕ → ℝ) (E : ℝ)
    (h : ∃ s t, torsion n a b s ≠ torsion n a b t) :
    {t | t ∈ Set.Ico 0 (2 * π) ∧ torsion n a b t = E}.Finite ∧
      {t | t ∈ Set.Ico 0 (2 * π) ∧ torsion n a b t = E}.ncard ≤ 2 * n := by
  -- shift the zero of energy through the constant Fourier coefficient
  have hs : ∀ t, torsion n (fun k => if k = 0 then a 0 - E else a k) b t
      = torsion n a b t - E := by
    intro t
    simp only [torsion, Finset.sum_range_succ', Nat.succ_ne_zero, if_false, if_true,
      Nat.cast_zero, zero_mul, Real.cos_zero, Real.sin_zero]
    ring
  have hz := zeros_le n (fun k => if k = 0 then a 0 - E else a k) b (by
    by_contra hne
    obtain ⟨s, t, hst⟩ := h
    have hall : ∀ x, torsion n a b x = E := by
      intro x
      by_contra hx
      exact hne ⟨x, by rw [hs]; exact sub_ne_zero.2 hx⟩
    exact hst ((hall s).trans (hall t).symm))
  simpa only [hs, sub_eq_zero] using hz
```

## The cosine that attains the bound

For $V(t)=\cos nt$ with $n\ge1$,

$$V'(t)=-n\sin nt .$$

This vanishes exactly when $nt=m\pi$ for an integer $m$. The condition $0\le t<2\pi$ becomes $0\le m<2n$, so the stationary points are

$$t=\frac{j\pi}{n},\qquad j=0,1,\dots,2n-1.$$

The threefold potential $\cos 3t$, for example, has the six stationary angles $0,\pi/3,\dots,5\pi/3$.

The theorem states this as an equality of sets, and its proof treats the two inclusions separately. The first starts from a stationary angle, obtains the integer $m$ from the zeros of the sine, and bounds it. The second inserts $t=j\pi/n$ and uses $\sin j\pi=0$.

```lean
/-- For `n ≥ 1` the stationary points of `cos(nt)` in `[0, 2π)` are exactly the angles `jπ/n`
with `j = 0, ..., 2n - 1`. -/
theorem stationaryPoints_cos (n : ℕ) (hn : 1 ≤ n) :
    stationaryPoints (fun t => Real.cos (n * t))
      = {t | ∃ j : ℕ, j < 2 * n ∧ t = j * π / n} := by
  have hn0 : (0 : ℝ) < n := by exact_mod_cast hn
  have hp := Real.pi_pos
  have hd : ∀ t : ℝ, HasDerivAt (fun s : ℝ => Real.cos (n * s)) (-Real.sin (n * t) * n) t := by
    intro t
    have hk : HasDerivAt (fun s : ℝ => (n : ℝ) * s) n t := by
      simpa using (hasDerivAt_id' t).const_mul (n : ℝ)
    exact hk.cos
  ext t
  constructor
  · rintro ⟨⟨h0, h1⟩, h⟩
    have hu := (hd t).unique h
    have hsin : Real.sin (n * t) = 0 :=
      neg_eq_zero.1 ((mul_eq_zero.1 hu).resolve_right hn0.ne')
    obtain ⟨m, hm⟩ := Real.sin_eq_zero_iff.1 hsin
    have hm0 : (0 : ℝ) ≤ m := by
      by_contra hneg
      nlinarith [mul_nonneg hn0.le h0, mul_pos (neg_pos.2 (not_le.1 hneg)) hp]
    have hm0' : 0 ≤ m := by exact_mod_cast hm0
    lift m to ℕ using hm0'
    rw [Int.cast_natCast] at hm
    have hm1 : (m : ℝ) < 2 * n := by
      by_contra hbig
      nlinarith [mul_pos hn0 (sub_pos.2 h1),
        mul_nonneg (sub_nonneg.2 (not_lt.1 hbig)) hp.le]
    refine ⟨m, by exact_mod_cast hm1, ?_⟩
    rw [eq_div_iff hn0.ne']
    linarith
  · rintro ⟨j, hj, rfl⟩
    have hj' : (j : ℝ) < 2 * n := by exact_mod_cast hj
    refine ⟨⟨by positivity, ?_⟩, (hd _).congr_deriv ?_⟩
    · rw [div_lt_iff₀ hn0]
      nlinarith [mul_pos (sub_pos.2 hj') hp]
    · have he : (n : ℝ) * (j * π / n) = j * π := by field_simp
      rw [he, Real.sin_nat_mul_pi, neg_zero, zero_mul]
```

It remains to place $\cos nt$ in the family and to count the angles. Choosing $a_n=1$ and setting every other coefficient to zero gives $V(t)=\cos nt$. This potential is nonconstant, with value $1$ at $t=0$ and $-1$ at $t=\pi/n$. The map $j\mapsto j\pi/n$ takes distinct integers to distinct angles, so the $2n$ values of $j$ give exactly $2n$ stationary points.

The two parts of the theorem are the membership and the count. For the count, `himg` writes the stationary set as the image of the integers below $2n$, and `hinj` shows that no two of them give the same angle.

```lean
/-- For `n ≥ 1` the potential `cos(nt)` is a Fourier sum of degree at most `n` with exactly `2n`
stationary points in `[0, 2π)`. -/
theorem cos_attains_bound (n : ℕ) (hn : 1 ≤ n) :
    torsion n (fun k => if k = n then 1 else 0) (fun _ => 0) = (fun t => Real.cos (n * t)) ∧
      (stationaryPoints (fun t => Real.cos (n * t))).ncard = 2 * n := by
  have hn0 : (n : ℝ) ≠ 0 := by
    have : n ≠ 0 := by omega
    exact_mod_cast this
  constructor
  · funext t
    simp [torsion]
  · have himg : {t : ℝ | ∃ j : ℕ, j < 2 * n ∧ t = j * π / n}
        = (fun j : ℕ => (j : ℝ) * π / n) '' (Finset.range (2 * n) : Set ℕ) := by
      ext t
      constructor
      · rintro ⟨j, hj, rfl⟩
        exact ⟨j, Finset.mem_coe.2 (Finset.mem_range.2 hj), rfl⟩
      · rintro ⟨j, hj, rfl⟩
        exact ⟨j, Finset.mem_range.1 (Finset.mem_coe.1 hj), rfl⟩
    have hinj : Function.Injective (fun j : ℕ => (j : ℝ) * π / n) := by
      intro i j hij
      have h1 : (i : ℝ) * π = j * π := (div_left_inj' hn0).1 hij
      have h2 := mul_right_cancel₀ Real.pi_ne_zero h1
      exact_mod_cast h2
    rw [stationaryPoints_cos n hn, himg, Set.ncard_image_of_injective _ hinj,
      Set.ncard_coe_finset, Finset.card_range]

end

end TorsionalStationaryPoints
```

```lean
#print axioms TorsionalStationaryPoints.stationaryPoints_le
-- 'TorsionalStationaryPoints.stationaryPoints_le' depends on axioms: [propext, Classical.choice, Quot.sound]
#print axioms TorsionalStationaryPoints.energy_level_le
-- 'TorsionalStationaryPoints.energy_level_le' depends on axioms: [propext, Classical.choice, Quot.sound]
#print axioms TorsionalStationaryPoints.cos_attains_bound
-- 'TorsionalStationaryPoints.cos_attains_bound' depends on axioms: [propext, Classical.choice, Quot.sound]
```
